# Separable expansion of a Hermitian matrix in A-orthogonal reference states

To apply a separable nonlocal pseudopotential with one strength per projector to an orbital, a plane-wave code can take the inner product of the orbital with each projector, multiply it by that projector's strength, and add up the projectors with the results as weights. For a finite Hermitian matrix A with a full set of A-orthogonal reference states, the theorems below show that such a sum reproduces A, and they determine what a truncated sum does.

## Potential, states and projectors

```lean
import Mathlib

open Matrix

namespace MultiProjectorPseudopotential

noncomputable section

variable {ι : Type*} [Fintype ι] [DecidableEq ι]
```

The finite set `ι` labels the functions of an orthonormal basis. A vector is a map `ι → ℂ`, and a potential is a complex matrix.

```lean
/-- The matrix element `⟨x, A y⟩` of the potential `A`. -/
def pairing (A : Matrix ι ι ℂ) (x y : ι → ℂ) : ℂ := star x ⬝ᵥ (A *ᵥ y)
```

This is the matrix element ⟨x, Ay⟩ = Σ_k x̄_k (Ay)_k. In Lean, `*ᵥ` applies a matrix to a vector and `⬝ᵥ` is the dot product without conjugation, so `star` supplies the bar.

```lean
/-- The reference states `φ i` are `A`-orthogonal: `⟨φ i, A φ j⟩` vanishes for `i ≠ j`
and is nonzero for `i = j`. -/
def AOrthogonal (A : Matrix ι ι ℂ) (φ : ι → ι → ℂ) : Prop :=
  (∀ i j, i ≠ j → pairing A (φ i) (φ j) = 0) ∧ ∀ i, pairing A (φ i) (φ i) ≠ 0
```

The reference states φ_i carry the same labels as the basis, so there are as many states as dimensions. They satisfy ⟨φ_i, Aφ_j⟩ = 0 for i ≠ j, and a_i = ⟨φ_i, Aφ_i⟩ ≠ 0. The second condition says that the potential has a nonzero expectation value in each reference state; 1/a_i becomes the strength of its projector.

```lean
/-- The one-projector Kleinman-Bylander form `A x (A x)^* / ⟨x, A x⟩`,
meant for `⟨x, A x⟩ ≠ 0`. -/
def kleinmanBylander (A : Matrix ι ι ℂ) (x : ι → ℂ) : Matrix ι ι ℂ :=
  Matrix.of fun k l => (A *ᵥ x) k * star ((A *ᵥ x) l) / pairing A x x
```

Writing * for the conjugate transpose, this is the matrix

K(x) = Ax (Ax)* / ⟨x, Ax⟩.

Its projector is the vector Ax, with strength 1/⟨x, Ax⟩. In the Kleinman-Bylander construction, A is what remains of a semilocal pseudopotential in one angular-momentum channel after a local potential is subtracted, and x is an atomic pseudo-orbital of that channel. Rescaling x leaves K(x) unchanged, so the states need no normalisation.

```lean
/-- The separable potential that keeps the projectors of the reference states in `S`,
meant for `⟨φ i, A φ i⟩ ≠ 0` on `S`. -/
def separable (A : Matrix ι ι ℂ) (φ : ι → ι → ℂ) (S : Finset ι) : Matrix ι ι ℂ :=
  ∑ i ∈ S, kleinmanBylander A (φ i)
```

For a set S of labels, V_S = Σ_{i∈S} K(φ_i).

```lean
/-- The separable potential truncated after the first `m` projectors,
meant for `⟨φ i, A φ i⟩ ≠ 0` on these. -/
def truncated {n : ℕ} (A : Matrix (Fin n) (Fin n) ℂ) (φ : Fin n → Fin n → ℂ) (m : ℕ) :
    Matrix (Fin n) (Fin n) ℂ :=
  separable A φ (Finset.univ.filter fun i => i.val < m)
```

`Fin n` counts from 0, so the first m states are φ_0, …, φ_{m−1}.

```lean
/-- The matrix whose columns are the reference states. -/
def orbitals (φ : ι → ι → ℂ) : Matrix ι ι ℂ := Matrix.of fun k j => φ j k
```

Φ denotes the matrix with the φ_j as columns.

## Action on the reference states

```lean
omit [DecidableEq ι] in
/-- For Hermitian `A` and `⟨x, A x⟩ ≠ 0`, the one-projector form applied to `y`, multiplied by
`⟨x, A x⟩`, is `⟨x, A y⟩` times `A x`. -/
theorem kleinmanBylander_mulVec {A : Matrix ι ι ℂ} (hA : A.IsHermitian) {x : ι → ℂ}
    (hx : pairing A x x ≠ 0) (y : ι → ℂ) :
    pairing A x x • (kleinmanBylander A x *ᵥ y) = pairing A x y • (A *ᵥ x) := by
  -- Hermiticity moves `A` from the bra to the ket
  have h : ∑ l, star ((A *ᵥ x) l) * y l = pairing A x y := by
    change star (A *ᵥ x) ⬝ᵥ y = star x ⬝ᵥ (A *ᵥ y)
    rw [Matrix.star_mulVec, hA.eq, Matrix.dotProduct_mulVec]
  ext k
  change pairing A x x * ∑ l, (A *ᵥ x) k * star ((A *ᵥ x) l) / pairing A x x * y l
    = pairing A x y * (A *ᵥ x) k
  rw [← h, Finset.mul_sum, Finset.sum_mul]
  refine Finset.sum_congr rfl fun l _ => ?_
  -- the nonzero denominator cancels
  calc pairing A x x * ((A *ᵥ x) k * star ((A *ᵥ x) l) / pairing A x x * y l)
      = (pairing A x x * (pairing A x x)⁻¹) * (star ((A *ᵥ x) l) * y l * (A *ᵥ x) k) := by
        ring
    _ = star ((A *ᵥ x) l) * y l * (A *ᵥ x) k := by rw [mul_inv_cancel₀ hx, one_mul]
```

A `theorem` statement lists the hypotheses in brackets and puts the claim after the first colon outside these brackets. By hand, since A* = A,

K(x)y = Ax ⟨Ax, y⟩ / ⟨x, Ax⟩ = Ax ⟨x, Ay⟩ / ⟨x, Ax⟩.

Lean states this multiplied through by ⟨x, Ax⟩. Step `h` is the use of Hermiticity, `ext k` passes to components, and the `calc` block cancels the denominator.

```lean
/-- For Hermitian `A` and `A`-orthogonal reference states, the separable potential acts as `A`
on the states it keeps and annihilates the other reference states. -/
theorem separable_mulVec {A : Matrix ι ι ℂ} (hA : A.IsHermitian) {φ : ι → ι → ℂ}
    (h : AOrthogonal A φ) (S : Finset ι) (j : ι) :
    separable A φ S *ᵥ φ j = if j ∈ S then A *ᵥ φ j else 0 := by
  have hs : separable A φ S *ᵥ φ j = ∑ i ∈ S, kleinmanBylander A (φ i) *ᵥ φ j := by
    unfold separable
    induction S using Finset.induction_on with
    | empty => simp
    | insert a s ha ih =>
      rw [Finset.sum_insert ha, Finset.sum_insert ha, Matrix.add_mulVec, ih]
  -- only the projector of `φ j` itself responds to `φ j`
  have ht : ∀ i ∈ S, kleinmanBylander A (φ i) *ᵥ φ j = if i = j then A *ᵥ φ i else 0 := by
    intro i _
    have hk := kleinmanBylander_mulVec hA (h.2 i) (φ j)
    split_ifs with hij
    · subst hij
      ext k
      have hkk := congrFun hk k
      simp only [Pi.smul_apply, smul_eq_mul] at hkk
      exact mul_left_cancel₀ (h.2 _) hkk
    · rw [h.1 i j hij, zero_smul] at hk
      exact (smul_eq_zero.1 hk).resolve_left (h.2 i)
  rw [hs, Finset.sum_congr rfl ht]
  simp [Finset.sum_ite_eq']
```

Inserting x = φ_i and y = φ_j gives

V_S φ_j = Σ_{i∈S} Aφ_i ⟨φ_i, Aφ_j⟩ / a_i.

Only i = j can survive, so the result is Aφ_j if j ∈ S and 0 otherwise. In the proof, `hs` distributes the sum by induction on S, and `ht` evaluates each term in the two cases.

```lean
/-- If there are as many `A`-orthogonal reference states as dimensions, then `A` is nonsingular
and so is the matrix of reference states, which therefore form a basis. -/
theorem det_ne_zero_of_AOrthogonal {A : Matrix ι ι ℂ} {φ : ι → ι → ℂ}
    (h : AOrthogonal A φ) : A.det ≠ 0 ∧ (orbitals φ).det ≠ 0 := by
  -- the scaled conjugate states give a left inverse of `A * orbitals φ`
  let Q : Matrix ι ι ℂ := Matrix.of fun i k => star (φ i k) / pairing A (φ i) (φ i)
  have hQ : Q * (A * orbitals φ) = 1 := by
    ext i j
    have hij : (Q * (A * orbitals φ)) i j
        = pairing A (φ i) (φ j) / pairing A (φ i) (φ i) := by
      rw [Matrix.mul_apply]
      change ∑ k, star (φ i k) / pairing A (φ i) (φ i) * (A *ᵥ φ j) k
        = (∑ k, star (φ i k) * (A *ᵥ φ j) k) / pairing A (φ i) (φ i)
      rw [Finset.sum_div]
      exact Finset.sum_congr rfl fun k _ => by ring
    rw [hij]
    by_cases e : i = j
    · subst e
      rw [Matrix.one_apply_eq, div_self (h.2 _)]
    · rw [Matrix.one_apply_ne e, h.1 i j e, zero_div]
  have hd := congrArg Matrix.det hQ
  rw [Matrix.det_mul, Matrix.det_mul, Matrix.det_one] at hd
  constructor <;> intro h0 <;> simp [h0] at hd
```

Let Q have the rows φ_i*/a_i. Then

(QAΦ)_ij = ⟨φ_i, Aφ_j⟩ / a_i = δ_ij,

so det Q · det A · det Φ = 1 and no factor vanishes. The states therefore form a basis, and A is nonsingular. This limits the model: a short-range potential on a grid that extends beyond its range is singular and has no such full set.

```lean
/-- Two matrices that act alike on a full set of `A`-orthogonal reference states are equal. -/
theorem eq_of_agree {A B C : Matrix ι ι ℂ} {φ : ι → ι → ℂ} (h : AOrthogonal A φ)
    (hBC : ∀ j, B *ᵥ φ j = C *ᵥ φ j) : B = C := by
  have hu : IsUnit (orbitals φ) := (Matrix.isUnit_iff_isUnit_det _).2
    (isUnit_iff_ne_zero.2 (det_ne_zero_of_AOrthogonal h).2)
  apply hu.mul_right_cancel
  ext k j
  exact congrFun (hBC j) k
```

If Bφ_j = Cφ_j for every j, then BΦ = CΦ, and the invertible Φ cancels.

## Expansion and truncation

```lean
/-- Separable expansion: a Hermitian `A` equals the sum of `A φ i (A φ i)^* / ⟨φ i, A φ i⟩`
over a full set of `A`-orthogonal reference states. -/
theorem separable_expansion {A : Matrix ι ι ℂ} (hA : A.IsHermitian) {φ : ι → ι → ℂ}
    (h : AOrthogonal A φ) : A = ∑ i, kleinmanBylander A (φ i) := by
  apply eq_of_agree h
  intro j
  have hj := separable_mulVec hA h Finset.univ j
  rw [if_pos (Finset.mem_univ j)] at hj
  exact hj.symm
```

With S the full set, V_S and A act alike on every φ_j, hence

A = Σ_i Aφ_i (Aφ_i)* / a_i.

Without Hermiticity this can fail even in one dimension: if i denotes the imaginary unit, A = i and φ = 1 give the sum i·(−i)/i = −i. Replacing (Aφ_i)* by φ_i*A repairs it, and the same argument then gives the expansion for non-Hermitian A.

```lean
/-- For Hermitian `A` and a full set of `A`-orthogonal reference states, the sum truncated at `m`
terms is the only matrix that agrees with `A` on the first `m` states and annihilates the rest. -/
theorem eq_truncated_iff {n : ℕ} {A : Matrix (Fin n) (Fin n) ℂ} (hA : A.IsHermitian)
    {φ : Fin n → Fin n → ℂ} (h : AOrthogonal A φ) (m : ℕ) (B : Matrix (Fin n) (Fin n) ℂ) :
    B = truncated A φ m ↔
      (∀ i, i.val < m → B *ᵥ φ i = A *ᵥ φ i) ∧ ∀ i, m ≤ i.val → B *ᵥ φ i = 0 := by
  have ht : ∀ i, truncated A φ m *ᵥ φ i = if i.val < m then A *ᵥ φ i else 0 := by
    intro i
    unfold truncated
    rw [separable_mulVec hA h]
    simp only [Finset.mem_filter, Finset.mem_univ, true_and]
  constructor
  · rintro rfl
    exact ⟨fun i hi => by rw [ht, if_pos hi], fun i hi => by rw [ht, if_neg (by omega)]⟩
  · rintro ⟨h1, h2⟩
    apply eq_of_agree h
    intro i
    rw [ht]
    split_ifs with hi
    · exact h1 i hi
    · exact h2 i (by omega)
```

The symbol `↔` packs two claims together. The truncated sum agrees with A on the first m states and annihilates the rest, by the action formula. Any B that does the same agrees with it on all φ_i, so the two are equal. How well a truncated form serves in another chemical environment is a separate, physical question.

```lean
/-- Truncation after one term gives the Kleinman-Bylander form of the first reference state. -/
theorem truncated_one {n : ℕ} (A : Matrix (Fin (n + 1)) (Fin (n + 1)) ℂ)
    (φ : Fin (n + 1) → Fin (n + 1) → ℂ) :
    truncated A φ 1 = kleinmanBylander A (φ 0) := by
  have hS : (Finset.univ.filter fun i : Fin (n + 1) => i.val < 1) = {0} := by
    ext i
    simp only [Finset.mem_filter, Finset.mem_univ, true_and, Finset.mem_singleton,
      Fin.ext_iff, Fin.val_zero]
    omega
  unfold truncated separable
  rw [hS, Finset.sum_singleton]
```

For m = 1 the only label left is 0, and the sum is the Kleinman-Bylander form K(φ_0).

```lean
/-- For Hermitian `A` and a full set of `A`-orthogonal reference states, the separable potential
on `S` has rank `|S|`, and no matrix that agrees with `A` on the states in `S` has lower rank. -/
theorem separable_rank_minimal {A : Matrix ι ι ℂ} (hA : A.IsHermitian) {φ : ι → ι → ℂ}
    (h : AOrthogonal A φ) (S : Finset ι) :
    (separable A φ S).rank = S.card ∧
      ∀ B : Matrix ι ι ℂ, (∀ j ∈ S, B *ᵥ φ j = A *ᵥ φ j) → S.card ≤ B.rank := by
  obtain ⟨hdA, hdP⟩ := det_ne_zero_of_AOrthogonal h
  -- `D` selects the columns that belong to `S`
  let D : Matrix ι ι ℂ := Matrix.diagonal fun i => if i ∈ S then 1 else 0
  have hr : (A * orbitals φ * D).rank = S.card := by
    have hu : IsUnit (A * orbitals φ).det := by
      rw [Matrix.det_mul]
      exact isUnit_iff_ne_zero.2 (mul_ne_zero hdA hdP)
    rw [Matrix.rank_mul_eq_right_of_isUnit_det _ _ hu, Matrix.rank_diagonal,
      Fintype.card_subtype]
    congr 1
    ext i
    simp
  constructor
  · have hW : separable A φ S * orbitals φ = A * orbitals φ * D := by
      ext k j
      rw [Matrix.mul_diagonal]
      change (separable A φ S *ᵥ φ j) k = (A *ᵥ φ j) k * (if j ∈ S then 1 else 0)
      rw [separable_mulVec hA h]
      split_ifs <;> simp
    rw [← hr, ← hW, Matrix.rank_mul_eq_left_of_isUnit_det _ _ (isUnit_iff_ne_zero.2 hdP)]
  · intro B hB
    have he : B * (orbitals φ * D) = A * orbitals φ * D := by
      rw [← Matrix.mul_assoc]
      ext k j
      rw [Matrix.mul_diagonal, Matrix.mul_diagonal]
      by_cases hj : j ∈ S
      · simp only [if_pos hj, mul_one]
        exact congrFun (hB j hj) k
      · simp only [if_neg hj, mul_zero]
    rw [← hr, ← he]
    exact Matrix.rank_mul_le_left _ _
```

Let D be diagonal, with 1 at the labels in S and 0 elsewhere. The action formula reads V_S Φ = AΦD. Invertible factors preserve rank, so

rank V_S = rank(AΦD) = rank D = |S|.

If B agrees with A on the states in S, then BΦD = AΦD, and |S| = rank(BΦD) ≤ rank B. Matching A on these |S| states thus takes at least |S| projectors.

```lean
/-- The Hermitian matrix with rows `(1, 1)` and `(1, 0)` has the `A`-orthogonal reference states
`(1, 0)` and `(1, -1)`. -/
theorem AOrthogonal_witness :
    (!![1, 1; 1, 0] : Matrix (Fin 2) (Fin 2) ℂ).IsHermitian ∧
      AOrthogonal (!![1, 1; 1, 0] : Matrix (Fin 2) (Fin 2) ℂ) ![![1, 0], ![1, -1]] := by
  refine ⟨?_, ?_, ?_⟩
  · ext i j
    fin_cases i <;> fin_cases j <;> simp
  · simp [Fin.forall_fin_two, pairing, Matrix.mulVec, dotProduct, Fin.sum_univ_succ]
  · simp [Fin.forall_fin_two, pairing, Matrix.mulVec, dotProduct, Fin.sum_univ_succ]

end

end MultiProjectorPseudopotential
```

Here a_0 = 1 and a_1 = −1 (−1/2 for the normalised second state), so A may be indefinite. The states are not orthogonal in the ordinary sense: their normalised overlap is 1/√2. Since Aφ_0 = (1, 1) and Aφ_1 = (0, 1), the expansion is

A = (1, 1)(1, 1)* − (0, 1)(0, 1)*.

```lean
#print axioms MultiProjectorPseudopotential.separable_expansion
#print axioms MultiProjectorPseudopotential.eq_truncated_iff
#print axioms MultiProjectorPseudopotential.truncated_one
#print axioms MultiProjectorPseudopotential.separable_rank_minimal
```

```
'MultiProjectorPseudopotential.separable_expansion' depends on axioms: [propext, Classical.choice, Quot.sound]
'MultiProjectorPseudopotential.eq_truncated_iff' depends on axioms: [propext, Classical.choice, Quot.sound]
'MultiProjectorPseudopotential.truncated_one' depends on axioms: [propext, Classical.choice, Quot.sound]
'MultiProjectorPseudopotential.separable_rank_minimal' depends on axioms: [propext, Classical.choice, Quot.sound]
```
